# The diagonal blocks of a projector's second derivative follow from its first derivative

A molecule with a closed shell sits in a static electric field whose strength $t$ is varied. In a non-interacting or mean-field description, with an orthonormal basis and integer occupations, its state is given by the projector $P(t)$ onto the occupied orbitals. The polarisability needs the first derivative of $P$; other properties contain the second. How much of that second derivative is already known once the first has been computed?

Write $p=P(0)$, $q=1-p$, $d=P'(0)$ and $e=P''(0)$. Here $e$ is a full second derivative, twice the second-order Taylor coefficient, and not an energy. The occupied-occupied and virtual-virtual blocks of $e$ are

$$pep=-2\,pddp,\qquad qeq=2\,qddq .$$

## From idempotency to the blocks

Differentiating $P^2=P$ once and twice gives

$$d=dp+pd,\qquad e=ep+2dd+pe .$$

Multiply the first relation by $p$ on both sides. Since $p^2=p$, this gives $pdp=2pdp$, so $pdp=0$. Multiplying by $q$ on both sides and using $pq=qp=0$ gives $qdq=0$. The first-order response therefore only mixes occupied with virtual orbitals.

The second relation is treated in the same way:

$$pep=2pep+2pddp\;\Rightarrow\;pep=-2pddp,\qquad qeq=0+2qddq+0 .$$

Inserting $1=p+q$ between the two factors $d$, and dropping the vanishing blocks, leaves

$$pddp=(pdq)(qdp),\qquad qddq=(qdp)(pdq).$$

There is also a converse. Multiplying $d=dp+pd$ by $d$ from the left and from the right gives $dd=ddp+dpd$ and $dd=dpd+pdd$, so $ddp=pdd$. Hence $dd=pddp+qddq$. For any $e$, expanding $q=1-p$ gives $e-ep-pe=qeq-pep$. If the two block formulas hold, the right-hand side is $2qddq+2pddp=2dd$, which is the second-order relation. Idempotency thus leaves the off-diagonal blocks $peq$ and $qep$ free; the perturbation has to determine them.

Finally, let $h$ commute with $p$. For non-interacting electrons the unperturbed one-electron Hamiltonian does so; in a mean-field description the converged unperturbed Fock matrix does. Then $\mathrm{tr}(hpe)=\mathrm{tr}(hppe)=\mathrm{tr}(phpe)=\mathrm{tr}(h\,pep)$, and likewise for $q$. Adding the two,

$$\mathrm{tr}(he)=2\left[\mathrm{tr}(h\,qddq)-\mathrm{tr}(h\,pddp)\right].$$

For non-interacting electrons this trace is one contribution to the second derivative of the energy, and it needs no second-order response.

## The derivative conditions as predicates

The algebra takes place in an arbitrary ring `R`, in general non-commutative. `IsIdempotentElem p` says $p^2=p$; self-adjointness is not required, so oblique projectors are included. The two differentiated conditions become predicates on ring elements.

In Lean 4 with Mathlib:

```lean
import Mathlib

open Matrix

namespace ProjectorSecondOrderResponse

/-- The first derivative of the idempotency condition: `d` is a first-order response of `p`. -/
def FirstOrder {R : Type*} [Ring R] (p d : R) : Prop :=
  d = d * p + p * d

/-- The second derivative of the idempotency condition, as a relation between ring elements: `p`,
`d` and `e` take the places of the projector and its first and second derivatives. -/
def SecondOrder {R : Type*} [Ring R] (p d e : R) : Prop :=
  e = e * p + 2 * (d * d) + p * e
```

## First-order response: only mixing blocks

The first theorem states $pdp=0$ and $qdq=0$, with $q$ written out as `1 - p`. In its proof, `h1` is the sandwiched relation, which idempotency reduces to $pdp=pdp+pdp$. The tactic `linear_combination (norm := noncomm_ring)` then checks that the goal is a combination of known equations, keeping the order of factors.

```lean
section Algebra

variable {R : Type*} [Ring R] {p d e : R}

/-- The first-order response of an idempotent has no occupied-occupied and no virtual-virtual
block. -/
theorem first_order_blocks (hp : IsIdempotentElem p) (hd : FirstOrder p d) :
    p * d * p = 0 ∧ (1 - p) * d * (1 - p) = 0 := by
  have hd' : d = d * p + p * d := hd
  have hpdp : p * d * p = 0 := by
    have h1 : p * d * p = p * (d * p + p * d) * p := by rw [← hd']
    have h2 : p * (d * p + p * d) * p = p * d * (p * p) + (p * p) * d * p := by
      noncomm_ring
    rw [h2, hp.eq] at h1
    linear_combination (norm := noncomm_ring) -h1
  refine ⟨hpdp, ?_⟩
  -- the virtual block is `d - d p - p d + p d p`
  linear_combination (norm := noncomm_ring) hd' + hpdp
```

The commutation of $dd$ with $p$ is the difference of the two products formed by hand: `hd' * d - d * hd'`.

```lean
/-- If `d` satisfies `FirstOrder p d`, then `d * d` commutes with `p`; here `p` need not be
idempotent. -/
theorem response_sq_comm (hd : FirstOrder p d) : d * d * p = p * (d * d) := by
  have hd' : d = d * p + p * d := hd
  linear_combination (norm := noncomm_ring) hd' * d - d * hd'
```

## Second-order response: the diagonal blocks

The main theorem uses only $p^2=p$ and the second-order relation. The occupied block repeats the sandwiching argument. For the virtual block, `hpq` and `hqp` remove both terms that contain $e$.

```lean
/-- The diagonal blocks of the second-order response of an idempotent are fixed by the square
of `d`: the occupied block is `-2 p d d p` and the virtual block is `2 q d d q`, `q = 1 - p`. -/
theorem second_order_blocks (hp : IsIdempotentElem p) (he : SecondOrder p d e) :
    p * e * p = -(2 * (p * (d * d) * p)) ∧
      (1 - p) * e * (1 - p) = 2 * ((1 - p) * (d * d) * (1 - p)) := by
  have he' : e = e * p + 2 * (d * d) + p * e := he
  constructor
  · have h1 : p * e * p = p * (e * p + 2 * (d * d) + p * e) * p := by rw [← he']
    have h2 : p * (e * p + 2 * (d * d) + p * e) * p
        = p * e * (p * p) + 2 * (p * (d * d) * p) + (p * p) * e * p := by noncomm_ring
    rw [h2, hp.eq] at h1
    linear_combination (norm := noncomm_ring) -h1
  · -- here both terms containing `e` are annihilated
    have hpq : p * (1 - p) = 0 := by rw [mul_sub, mul_one, hp.eq, sub_self]
    have hqp : (1 - p) * p = 0 := by rw [sub_mul, one_mul, hp.eq, sub_self]
    calc (1 - p) * e * (1 - p)
        = (1 - p) * (e * p + 2 * (d * d) + p * e) * (1 - p) := by rw [← he']
      _ = (1 - p) * e * (p * (1 - p)) + 2 * ((1 - p) * (d * d) * (1 - p))
          + ((1 - p) * p) * e * (1 - p) := by noncomm_ring
      _ = 2 * ((1 - p) * (d * d) * (1 - p)) := by
          rw [hpq, hqp]
          simp only [mul_zero, zero_mul, zero_add, add_zero]
```

With the first-order relation added, the same blocks are expressed through $pdq$ and $qdp$, the quantities that a response calculation produces. The auxiliary equations `h1` and `h2` are the two factorisations of $pddp$ and $qddq$.

```lean
/-- For an idempotent with first- and second-order responses `d` and `e`, the diagonal blocks of
`e` are products of the occupied-virtual and virtual-occupied blocks of `d`. -/
theorem second_order_from_mixing (hp : IsIdempotentElem p) (hd : FirstOrder p d)
    (he : SecondOrder p d e) :
    p * e * p = -(2 * ((p * d * (1 - p)) * ((1 - p) * d * p))) ∧
      (1 - p) * e * (1 - p) = 2 * (((1 - p) * d * p) * (p * d * (1 - p))) := by
  obtain ⟨ho, hv⟩ := first_order_blocks hp hd
  obtain ⟨eo, ev⟩ := second_order_blocks hp he
  have h1 : (p * d * (1 - p)) * ((1 - p) * d * p) = p * (d * d) * p := by
    have h : (p * d * (1 - p)) * ((1 - p) * d * p)
        = p * (d * d) * p - 2 * ((p * d * p) * (d * p)) + (p * d * p) * (p * d * p) := by
      noncomm_ring
    rw [h, ho]
    simp only [mul_zero, zero_mul, sub_zero, add_zero]
  have h2 : ((1 - p) * d * p) * (p * d * (1 - p)) = (1 - p) * (d * d) * (1 - p) := by
    calc ((1 - p) * d * p) * (p * d * (1 - p))
        = (1 - p) * d * (p * p) * d * (1 - p) := by simp only [mul_assoc]
      _ = (1 - p) * d * p * d * (1 - p) := by rw [hp.eq]
      _ = (1 - p) * (d * d) * (1 - p)
          - ((1 - p) * d * (1 - p)) * (d * (1 - p)) := by noncomm_ring
      _ = (1 - p) * (d * d) * (1 - p) := by rw [hv, zero_mul, sub_zero]
  rw [h1, h2]
  exact ⟨eo, ev⟩
```

The equivalence contains the converse. Its last line combines the virtual block formula `hv`, the occupied one `ho`, and two further equations: the commutation `hs`, which is $ddp=pdd$, and `h3`, which is $pddp=pdd$ and follows from `hs` and idempotency.

```lean
/-- Given an idempotent and a first-order response, the second-order idempotency condition
is equivalent to the two formulas for the diagonal blocks of `e`. -/
theorem second_order_iff_blocks (hp : IsIdempotentElem p) (hd : FirstOrder p d) :
    SecondOrder p d e ↔
      p * e * p = -(2 * (p * (d * d) * p)) ∧
        (1 - p) * e * (1 - p) = 2 * ((1 - p) * (d * d) * (1 - p)) := by
  refine ⟨second_order_blocks hp, fun ⟨ho, hv⟩ => ?_⟩
  have hs := response_sq_comm hd
  have h3 : p * (d * d) * p = p * (d * d) := by
    rw [mul_assoc, hs, ← mul_assoc, hp.eq]
  -- `q e q - p e p = e - e p - p e`, and the blocks of `d d` add up to `d d`
  change e = e * p + 2 * (d * d) + p * e
  linear_combination (norm := noncomm_ring) hv - ho + 4 * h3 - 2 * hs

end Algebra
```

## Projectors that depend on a parameter

The two relations need not be postulated. Let `P` be a curve in a real normed algebra, idempotent and differentiable at every real parameter value, with derivative `P'`, and let `P'` have derivative `E` at `t`. The product rule and the uniqueness of derivatives give the first relation at every point. It is therefore an identity between functions, and differentiating it at `t` gives the second.

```lean
/-- Along a differentiable curve of idempotents whose derivative is differentiable at `t`, the
first and second derivatives at `t` obey the first- and second-order idempotency conditions. -/
theorem curve_responses {A : Type*} [NormedRing A] [NormedAlgebra ℝ A]
    {P P' : ℝ → A} {E : A} {t : ℝ} (hP : ∀ s, IsIdempotentElem (P s))
    (h1 : ∀ s, HasDerivAt P (P' s) s) (h2 : HasDerivAt P' E t) :
    FirstOrder (P t) (P' t) ∧ SecondOrder (P t) (P' t) E := by
  have hPP : P * P = P := funext fun s => (hP s).eq
  -- differentiate `P P = P` once, at every point
  have first : ∀ s, P' s = P' s * P s + P s * P' s := by
    intro s
    have h := (h1 s).mul (h1 s)
    rw [hPP] at h
    exact (h1 s).unique h
  have hfun : P' * P + P * P' = P' := funext fun s => (first s).symm
  -- differentiate the resulting identity again
  have h := (h2.mul (h1 t)).add ((h1 t).mul h2)
  rw [hfun] at h
  exact ⟨first t, (h2.unique h).trans (by noncomm_ring)⟩
```

The block formulas then hold for actual derivatives.

```lean
/-- For a differentiable curve of idempotents whose derivative is differentiable at `t`, the
diagonal blocks of the second derivative at `t` are given by the square of the first. -/
theorem curve_second_derivative_blocks {A : Type*} [NormedRing A] [NormedAlgebra ℝ A]
    {P P' : ℝ → A} {E : A} {t : ℝ} (hP : ∀ s, IsIdempotentElem (P s))
    (h1 : ∀ s, HasDerivAt P (P' s) s) (h2 : HasDerivAt P' E t) :
    P t * E * P t = -(2 * (P t * (P' t * P' t) * P t)) ∧
      (1 - P t) * E * (1 - P t) = 2 * ((1 - P t) * (P' t * P' t) * (1 - P t)) :=
  second_order_blocks (hP t) (curve_responses hP h1 h2).2
```

What remains to be supplied for a given molecule is that its occupied projector is such a smooth curve. For non-interacting electrons with a smoothly varying Hermitian Hamiltonian matrix, a gap between occupied and virtual levels at every $t$ ensures this. In a mean-field description the Fock matrix depends on the projector itself, so a gap alone is not enough: the self-consistent solution must also vary smoothly with $t$. The theorem is stated for curves defined on the whole real line, but derivatives at a point depend only on the curve nearby, so it is enough that these conditions hold around the point of interest.

## The trace with a commuting Hamiltonian

Here the matrices are complex and of finite size, and `h` need not be Hermitian. The step `key` is the cyclic argument for any idempotent `r` that commutes with `h`; it is applied to `p` and to `1 - p`. Of the two differentiated conditions, the theorem uses only the second-order one.

```lean
/-- If the matrix `h` commutes with the idempotent `p` and `SecondOrder p d e` holds, the trace of
`h * e` is twice the difference between the traces of `h` with the virtual and with the occupied
diagonal block of `d * d`. -/
theorem trace_second_order {n : Type*} [Fintype n] [DecidableEq n]
    {h p d e : Matrix n n ℂ} (hp : IsIdempotentElem p) (hc : h * p = p * h)
    (he : SecondOrder p d e) :
    trace (h * e) = 2 * (trace (h * ((1 - p) * (d * d) * (1 - p)))
      - trace (h * (p * (d * d) * p))) := by
  obtain ⟨eo, ev⟩ := second_order_blocks hp he
  -- cyclicity of the trace leaves only the diagonal blocks
  have key : ∀ r : Matrix n n ℂ, r * r = r → h * r = r * h →
      trace (h * (r * e * r)) = trace (h * r * e) := by
    intro r hr hcr
    calc trace (h * (r * e * r)) = trace ((h * r * e) * r) := by simp only [mul_assoc]
      _ = trace (r * (h * r * e)) := Matrix.trace_mul_comm _ _
      _ = trace ((r * h) * r * e) := by simp only [mul_assoc]
      _ = trace (h * (r * r) * e) := by rw [← hcr]; simp only [mul_assoc]
      _ = trace (h * r * e) := by rw [hr]
  have hcq : h * (1 - p) = (1 - p) * h := by
    rw [mul_sub, sub_mul, hc, mul_one, one_mul]
  have two : ∀ X : Matrix n n ℂ, trace (h * (2 * X)) = 2 * trace (h * X) := by
    intro X
    rw [two_mul, mul_add, Matrix.trace_add, two_mul]
  have split : h * e = h * p * e + h * (1 - p) * e := by noncomm_ring
  rw [split, Matrix.trace_add, ← key p hp.eq hc, ← key (1 - p) hp.one_sub.eq hcq,
    eo, ev, mul_neg, Matrix.trace_neg, two, two]
  ring
```

## Two levels

With a single orbital, $p$ is $0$ or $1$ and both responses vanish. Two levels with one occupied are the smallest matrix case with a non-zero response. Take

$$p=\begin{pmatrix}1&0\\0&0\end{pmatrix},\quad d=\begin{pmatrix}0&1\\1&0\end{pmatrix},\quad e=\begin{pmatrix}-2&c\\c&2\end{pmatrix}.$$

Since $dd=1$, the diagonal entries of $e$ must be $-2$ and $2$: the occupied level loses the weight that the virtual level gains. The real number $c$ is arbitrary. If the occupied orbital is $(\cos\theta,\sin\theta)$ with $\theta(t)=t+ct^2/2$, then $c$ is the angular acceleration of the orbital at $t=0$. The theorem checks the three conditions entry by entry.

```lean
/-- A two-level instance of all three conditions, with an arbitrary real off-diagonal
element `c` in the second-order response. -/
theorem two_level_witness (c : ℝ) :
    IsIdempotentElem (!![1, 0; 0, 0] : Matrix (Fin 2) (Fin 2) ℝ) ∧
      FirstOrder (!![1, 0; 0, 0] : Matrix (Fin 2) (Fin 2) ℝ) !![0, 1; 1, 0] ∧
      SecondOrder (!![1, 0; 0, 0] : Matrix (Fin 2) (Fin 2) ℝ) !![0, 1; 1, 0]
        !![-2, c; c, 2] := by
  simp only [IsIdempotentElem, FirstOrder, SecondOrder, two_mul]
  refine ⟨?_, ?_, ?_⟩ <;> ext i j <;> fin_cases i <;> fin_cases j <;>
    simp [Matrix.mul_apply, Fin.sum_univ_two] <;> norm_num

end ProjectorSecondOrderResponse
```

```lean
#print axioms ProjectorSecondOrderResponse.second_order_from_mixing
#print axioms ProjectorSecondOrderResponse.second_order_iff_blocks
#print axioms ProjectorSecondOrderResponse.curve_second_derivative_blocks
#print axioms ProjectorSecondOrderResponse.trace_second_order
```

```
'ProjectorSecondOrderResponse.second_order_from_mixing' depends on axioms: [propext, Quot.sound]
'ProjectorSecondOrderResponse.second_order_iff_blocks' depends on axioms: [propext, Quot.sound]
'ProjectorSecondOrderResponse.curve_second_derivative_blocks' depends on axioms: [propext, Classical.choice, Quot.sound]
'ProjectorSecondOrderResponse.trace_second_order' depends on axioms: [propext, Classical.choice, Quot.sound]
```
